# For Grassmann generators, $\left(\sum_{ij} A_{ij}\eta_i\theta_j\right)^n = n!\,\det(A)\,\prod_i \eta_i\theta_i$

Let $K$ be a commutative ring, $R$ a possibly noncommutative $K$-algebra, and $A$ an $n\times n$ matrix over $K$. Indices run from $0$ to $n-1$. The elements $\eta_i,\theta_i\in R$ all anticommute and square to zero (`IsGrassmann`). The squares are separate conditions because anticommutation alone gives only $2\eta_i^2=0$. Define

$$S=\sum_{i,j}A_{ij}\,\eta_i\theta_j,\qquad P=\eta_0\theta_0\,\eta_1\theta_1\cdots\eta_{n-1}\theta_{n-1}.$$

These are `action` and `pairProduct`; for $n=0$, $S=0$ and $P=1$. The theorem `action_pow` states that

$$S^n=n!\,\det(A)\,P,\qquad S^{n+1}=0.$$

## The fermion determinant in a simulation

Determinant quantum Monte Carlo weights an auxiliary-field configuration by fermion determinants. The identity is the algebra behind such a determinant for finitely many modes and an action in which every term contains one $\eta$ and one $\theta$, so that the fermions do not interact with each other once the field is fixed. Over a field of characteristic zero, the $n$-th term of $e^S$ is $S^n/n!=\det(A)\,P$, and a Berezin integral normalised to $1$ on $P$ reads off $\det A$.

Signs depend on conventions. Using $e^{-S}$ replaces $\det A$ by $\det(-A)=(-1)^n\det A$. Moving all $\eta$'s in $P$ to the left, with both families in increasing order, gives a factor $(-1)^{n(n-1)/2}$.

## From combined generators to the determinant

**Combine the $\theta$'s.** Put $\psi_i=\sum_j A_{ij}\theta_j$, written `smear θ (A i)` in Lean, so that $S=\sum_i\eta_i\psi_i$. By linearity the $\psi_i$ anticommute with each other and with every $\eta_j$. Their squares vanish too:

$$\psi_i^2=\sum_j A_{ij}^2\theta_j^2+\sum_{j<k}A_{ij}A_{ik}(\theta_j\theta_k+\theta_k\theta_j)=0.$$

`smear_relations` proves this by adding one generator at a time.

**Form commuting pairs.** Let $p_i=\eta_i\psi_i$. Then

$$p_ip_j=-\eta_i\eta_j\psi_i\psi_j=-\eta_j\eta_i\psi_j\psi_i=p_jp_i,$$

since exchanging the $\eta$'s and exchanging the $\psi$'s each give a minus sign. Also $p_i^2=-\eta_i^2\psi_i^2=0$. In `pair_commute`, `linear_combination` adds up the same sign exchanges, with `noncomm_ring` keeping the factors in order.

**Take the power.** If $a$ and $T$ commute and $a^2=0$, the binomial expansion stops early:

$$(a+T)^{r+1}=T^{r+1}+(r+1)\,aT^r.$$

`sum_pow` uses this in an induction on the number of pairs. Let $a=p_0$ and let $T$ be the sum of the other $m$ pairs, with $T^m=m!\,p_1\cdots p_m$ and $T^{m+1}=0$. Then

$$(a+T)^{m+1}=(m+1)!\,p_0p_1\cdots p_m,\qquad (a+T)^{m+2}=0.$$

The induction starts from the empty sum, where $0^0=1$ and $0^1=0$. Hence $S^n=n!\prod_i p_i$ and $S^{n+1}=0$.

**Extract the determinant.** The product $\prod_i\eta_i\psi_i$ is linear in each row of $A$. If rows $i\ne j$ are equal, then $\psi_i=\psi_j$ and $p_ip_j=-\eta_i\eta_j\psi_i^2=0$; the factors commute, so the whole product vanishes (`prod_eq_zero`). The product is therefore alternating in the rows, and only permutations survive its expansion:

$$\prod_i\eta_i\psi_i=\sum_\sigma \operatorname{sgn}(\sigma)\prod_i A_{i\sigma(i)}\,P=\det(A)\,P.$$

`prod_smear` builds this alternating map and uses `Module.Basis.ext_alternating` to compare it with $\det(A)\,P$ on permuted basis vectors, where both sides acquire the sign of $\sigma$. `action_pow` combines the two results.

## The Lean source

```lean
import Mathlib

noncomputable section

namespace GrassmannGaussian

variable {K R : Type*} [CommRing K] [Ring R] [Algebra K R] {n : ℕ}

/-- Two families of Grassmann generators: all of them anticommute and square to zero. -/
structure IsGrassmann (η θ : Fin n → R) : Prop where
  eta_sq : ∀ i, η i * η i = 0
  theta_sq : ∀ i, θ i * θ i = 0
  eta_eta : ∀ i j, η i * η j = -(η j * η i)
  theta_theta : ∀ i j, θ i * θ j = -(θ j * θ i)
  theta_eta : ∀ i j, θ i * η j = -(η j * θ i)

/-- The linear combination `∑ j, v j θ_j`, as a linear map in the coefficients `v`. -/
def smear (θ : Fin n → R) : (Fin n → K) →ₗ[K] R where
  toFun v := ∑ j, v j • θ j
  map_add' v w := by simp [add_smul, Finset.sum_add_distrib]
  map_smul' c v := by simp [Finset.smul_sum, mul_smul]

/-- The bilinear action `S = ∑ A_ij η_i θ_j`. -/
def action (A : Matrix (Fin n) (Fin n) K) (η θ : Fin n → R) : R :=
  ∑ i, ∑ j, A i j • (η i * θ j)

/-- The ordered product `η_0 θ_0 η_1 θ_1 ⋯` of all pairs. -/
def pairProduct (η θ : Fin n → R) : R := (List.ofFn fun i => η i * θ i).prod

/-- For Grassmann generators, linear combinations of the `θ_j` anticommute with every `η_i` and with
each other, and square to zero. -/
theorem smear_relations {η θ : Fin n → R} (h : IsGrassmann η θ) (v w : Fin n → K) :
    (∀ i, smear θ v * η i = -(η i * smear θ v)) ∧
    smear θ v * smear θ w = -(smear θ w * smear θ v) ∧ smear θ v * smear θ v = 0 := by
  have key : ∀ (s : Finset (Fin n)) (u : Fin n → K) (x : R),
      (∀ j, θ j * x = -(x * θ j)) →
      (∑ j ∈ s, u j • θ j) * x = -(x * ∑ j ∈ s, u j • θ j) := by
    intro s u x hx
    rw [Finset.sum_mul, Finset.mul_sum, ← Finset.sum_neg_distrib]
    refine Finset.sum_congr rfl fun j _ => ?_
    rw [smul_mul_assoc, hx j, mul_smul_comm, smul_neg]
  refine ⟨fun i => key Finset.univ v _ fun j => h.theta_eta j i,
    key Finset.univ v _ fun j => ?_, ?_⟩
  · have h1 : smear θ w * θ j = -(θ j * smear θ w) :=
      key Finset.univ w (θ j) fun k => h.theta_theta k j
    rw [h1, neg_neg]
  · -- add the generators one at a time; the cross terms cancel
    have sq : ∀ s : Finset (Fin n), (∑ j ∈ s, v j • θ j) * (∑ j ∈ s, v j • θ j) = 0 := by
      intro s
      induction s using Finset.induction_on with
      | empty => simp
      | insert a s ha ih =>
        have h1 := key s v (θ a) fun k => h.theta_theta k a
        rw [Finset.sum_insert ha]
        generalize (∑ j ∈ s, v j • θ j) = T at ih h1 ⊢
        simp only [add_mul, mul_add, smul_mul_assoc, mul_smul_comm, h1, h.theta_sq, ih,
          smul_zero]
        module
    exact sq Finset.univ

/-- For Grassmann generators, products of an `η_i` with a linear combination of the `θ_j` commute
with each other. -/
theorem pair_commute {η θ : Fin n → R} (h : IsGrassmann η θ) (v w : Fin n → K)
    (i j : Fin n) : Commute (η i * smear θ v) (η j * smear θ w) := by
  obtain ⟨hv, hvw, -⟩ := smear_relations h v w
  have hw := (smear_relations h w w).1
  change η i * smear θ v * (η j * smear θ w) = η j * smear θ w * (η i * smear θ v)
  linear_combination (norm := noncomm_ring) η i * hv j * smear θ w
    - h.eta_eta i j * smear θ v * smear θ w + η j * η i * hvw - η j * hw i * smear θ v

/-- A product of commuting factors vanishes if two different factors multiply to zero. -/
theorem prod_eq_zero (p : Fin n → R) (hc : ∀ i j, Commute (p i) (p j)) (i j : Fin n)
    (hij : i ≠ j) (hz : p i * p j = 0) : (List.ofFn p).prod = 0 := by
  -- an element that commutes with all factors and annihilates one annihilates the product
  have kill : ∀ (m : ℕ) (x : R) (q : Fin m → R), (∀ k, Commute x (q k)) →
      ∀ k, x * q k = 0 → x * (List.ofFn q).prod = 0 := by
    intro m
    induction m with
    | zero => intro x q _ k; exact k.elim0
    | succ m ih =>
      intro x q hx k hk
      rw [List.ofFn_succ, List.prod_cons, ← mul_assoc]
      cases k using Fin.cases with
      | zero => rw [hk, zero_mul]
      | succ k =>
        rw [(hx 0).eq, mul_assoc, ih x (fun l => q l.succ) (fun l => hx _) k hk, mul_zero]
  induction n with
  | zero => exact i.elim0
  | succ m ih =>
    rw [List.ofFn_succ, List.prod_cons]
    cases i using Fin.cases with
    | zero =>
      cases j using Fin.cases with
      | zero => exact absurd rfl hij
      | succ j => exact kill m (p 0) (fun k => p k.succ) (fun k => hc _ _) j hz
    | succ i =>
      cases j using Fin.cases with
      | zero =>
        exact kill m (p 0) (fun k => p k.succ) (fun k => hc _ _) i ((hc _ _).eq.trans hz)
      | succ j =>
        rw [ih (fun k => p k.succ) (fun _ _ => hc _ _) i j
          (fun e => hij (congrArg Fin.succ e)) hz, mul_zero]

/-- For `n` commuting elements of square zero, the `n`-th power of the sum is `n!` times
the product, and the next power vanishes. -/
theorem sum_pow (p : Fin n → R) (hc : ∀ i j, Commute (p i) (p j))
    (hs : ∀ i, p i * p i = 0) :
    (∑ i, p i) ^ n = n.factorial • (List.ofFn p).prod ∧ (∑ i, p i) ^ (n + 1) = 0 := by
  -- if `a` commutes with `T` and squares to zero, the binomial expansion of `a + T` stops
  -- after the term linear in `a`
  have key : ∀ a T : R, Commute a T → a * a = 0 → ∀ r : ℕ,
      (a + T) ^ (r + 1) = T ^ (r + 1) + (r + 1) • (a * T ^ r) := by
    intro a T hT ha r
    induction r with
    | zero => simp [add_comm]
    | succ r ih =>
      have e1 : T * (a * T ^ r) = a * T ^ (r + 1) := by
        rw [← mul_assoc, ← hT.eq, mul_assoc, ← pow_succ']
      have e2 : a * (a * T ^ r) = 0 := by rw [← mul_assoc, ha, zero_mul]
      rw [pow_succ', ih, add_mul, mul_add, mul_add, mul_smul_comm, mul_smul_comm, e1, e2,
        ← pow_succ', smul_zero, add_zero, succ_nsmul _ (r + 1)]
      abel
  induction n with
  | zero => simp
  | succ m ih =>
    obtain ⟨h1, h2⟩ := ih (fun k => p k.succ) (fun _ _ => hc _ _) (fun _ => hs _)
    have hT : Commute (p 0) (∑ k : Fin m, p k.succ) :=
      Commute.sum_right _ _ _ fun k _ => hc _ _
    rw [Fin.sum_univ_succ, List.ofFn_succ, List.prod_cons]
    constructor
    · rw [key _ _ hT (hs 0), h2, h1, zero_add, mul_smul_comm, smul_smul, Nat.factorial_succ]
    · rw [key _ _ hT (hs 0), pow_succ _ (m + 1), h2, zero_mul, mul_zero, smul_zero, add_zero]

/-- For Grassmann generators, replacing each `θ_i` by `∑ j, A_ij θ_j` multiplies the ordered product
of all pairs by `det A`. -/
theorem prod_smear {η θ : Fin n → R} (h : IsGrassmann η θ) (A : Matrix (Fin n) (Fin n) K) :
    (List.ofFn fun i => η i * smear θ (A i)).prod = A.det • pairProduct η θ := by
  -- the left side is an alternating function of the rows of `A`
  obtain ⟨f, hf⟩ : ∃ f : (Fin n → K) [⋀^Fin n]→ₗ[K] R,
      ∀ v, f v = (List.ofFn fun i => η i * smear θ (v i)).prod :=
    ⟨{ (MultilinearMap.mkPiAlgebraFin K n R).compLinearMap
          (fun i => (LinearMap.mulLeft K (η i)).comp (smear θ)) with
        map_eq_zero_of_eq' := by
          intro v i j hv hij
          change (List.ofFn fun k => η k * smear θ (v k)).prod = 0
          refine prod_eq_zero _ (fun k l => pair_commute h _ _ k l) i j hij ?_
          obtain ⟨h1, -, h2⟩ := smear_relations h (v j) (v j)

          rw [hv]
          linear_combination (norm := noncomm_ring)
            η i * h1 j * smear θ (v j) - η i * η j * h2 }, fun _ => rfl⟩
  have hs : ∀ i, smear θ (Pi.single i (1 : K)) = θ i := by
    intro i
    change ∑ j, (Pi.single i (1 : K) : Fin n → K) j • θ j = θ i
    simp [Pi.single_apply, ite_smul]
  have hfe : f (fun i => Pi.basisFun K (Fin n) i) = pairProduct η θ := by
    simp only [hf, Pi.basisFun_apply, hs, pairProduct]
  have hd : (Matrix.detRowAlternating : (Fin n → K) [⋀^Fin n]→ₗ[K] K)
      (fun i => Pi.basisFun K (Fin n) i) = 1 := by
    have e : (fun i => Pi.basisFun K (Fin n) i) = (1 : Matrix (Fin n) (Fin n) K) := by
      ext i j
      simp [Matrix.one_apply, Pi.single_apply, eq_comm]
    exact (congrArg Matrix.det e).trans Matrix.det_one
  -- alternating functions agree once they agree on permuted basis vectors
  have hg : f = (LinearMap.toSpanSingleton K R (pairProduct η θ)).compAlternatingMap
      Matrix.detRowAlternating := by
    refine Module.Basis.ext_alternating (Pi.basisFun K (Fin n)) fun v hv => ?_
    let σ : Equiv.Perm (Fin n) := Equiv.ofBijective v (Finite.injective_iff_bijective.mp hv)
    change f ((fun i => Pi.basisFun K (Fin n) i) ∘ σ) =
      (Matrix.detRowAlternating : (Fin n → K) [⋀^Fin n]→ₗ[K] K)
        ((fun i => Pi.basisFun K (Fin n) i) ∘ σ) • pairProduct η θ
    rw [AlternatingMap.map_perm, AlternatingMap.map_perm, hfe, hd]
    rcases Int.units_eq_one_or (Equiv.Perm.sign σ) with e | e <;> rw [e] <;> simp
  calc _ = f A := (hf A).symm
    _ = _ := by rw [hg]; rfl

/-- For Grassmann generators, `S^n = n! det(A) ∏ η_i θ_i` and `S^(n+1) = 0`. -/
theorem action_pow {η θ : Fin n → R} (h : IsGrassmann η θ) (A : Matrix (Fin n) (Fin n) K) :
    action A η θ ^ n = ((n.factorial : K) * A.det) • pairProduct η θ ∧
    action A η θ ^ (n + 1) = 0 := by
  have hS : action A η θ = ∑ i, η i * smear θ (A i) := by
    refine Finset.sum_congr rfl fun i _ => ?_
    change _ = η i * ∑ j, A i j • θ j
    simp only [Finset.mul_sum, mul_smul_comm]
  obtain ⟨h1, h2⟩ := sum_pow (fun i => η i * smear θ (A i))
    (fun i j => pair_commute h _ _ i j) (fun i => by
      have hr := (smear_relations h (A i) (A i)).1 i
      linear_combination (norm := noncomm_ring)
        η i * hr * smear θ (A i) - h.eta_sq i * smear θ (A i) * smear θ (A i))
  rw [hS]
  refine ⟨?_, h2⟩
  rw [h1, prod_smear h, ← Nat.cast_smul_eq_nsmul K, smul_smul]

/-- The Grassmann algebra on `2n` generators. -/
abbrev GAlg (K : Type*) [CommRing K] (n : ℕ) := ExteriorAlgebra K (Fin (n * 2) → K)

/-- The generator `η_i`, placed at position `2i`. -/
def eta (K : Type*) [CommRing K] (i : Fin n) : GAlg K n :=
  ExteriorAlgebra.ι K (Pi.single ⟨i * 2, by have := i.isLt; omega⟩ 1)

/-- The generator `θ_i`, placed at position `2i + 1`. -/
def theta (K : Type*) [CommRing K] (i : Fin n) : GAlg K n :=
  ExteriorAlgebra.ι K (Pi.single ⟨i * 2 + 1, by have := i.isLt; omega⟩ 1)


/-- The generators `eta` and `theta` of the exterior algebra satisfy the Grassmann relations. -/
theorem isGrassmann_witness : IsGrassmann (eta K : Fin n → GAlg K n) (theta K) where
  eta_sq _ := ExteriorAlgebra.ι_sq_zero _
  theta_sq _ := ExteriorAlgebra.ι_sq_zero _
  eta_eta _ _ := eq_neg_of_add_eq_zero_left (ExteriorAlgebra.ι_add_mul_swap _ _)
  theta_theta _ _ := eq_neg_of_add_eq_zero_left (ExteriorAlgebra.ι_add_mul_swap _ _)
  theta_eta _ _ := eq_neg_of_add_eq_zero_left (ExteriorAlgebra.ι_add_mul_swap _ _)


end GrassmannGaussian
```

```lean
#print axioms GrassmannGaussian.prod_smear
-- 'GrassmannGaussian.prod_smear' depends on axioms: [propext, Classical.choice, Quot.sound]
#print axioms GrassmannGaussian.action_pow
-- 'GrassmannGaussian.action_pow' depends on axioms: [propext, Classical.choice, Quot.sound]
```

## Scope of the checked identity

The theorem holds for every $n$, including zero, and for singular $A$. If the factorial $n!$ is zero in $K$, the power formula gives $S^n=0$, but `prod_smear` still carries the determinant.

`isGrassmann_witness` shows that the exterior algebra on $2n$ generators satisfies the assumed relations. The relations alone do not force $P\neq0$: setting every generator to zero also satisfies them, and for $n\ge1$ the identity then reads $0=0$. Recovering $\det A$ from $S^n$ needs an algebra in which $P$ and $n!$ cause no such loss.

The file defines neither the exponential nor the Berezin integral. Quartic interactions, continuum limits and the rounding error of a numerical determinant need separate arguments.
